# In a crystal of planes with alternating charges ±q beside a field-free region, the potential stays bounded exactly when the interface carries minus half the first bulk plane's charge

At a polar heterojunction such as Ge/GaAs (001), the compound continues as atomic planes of alternating charge, and an abrupt junction can leave an average field that never dies out. Which interface charge removes that field, and does removing it also fix the potential step?

```lean
import Mathlib

open Finset

namespace HarrisonCounting

noncomputable section

/-- Electric field just beyond plane `j`: the sum of the sheet charges up to that plane. -/
def planeField (σ : ℕ → ℝ) (j : ℕ) : ℝ := ∑ i ∈ range (j + 1), σ i

/-- Electrostatic potential at the planes, for plane spacing `d`, starting from zero. -/
def potential (d : ℝ) (σ : ℕ → ℝ) : ℕ → ℝ
  | 0 => 0
  | j + 1 => potential d σ j - d * planeField σ j

/-- The potential stays within fixed bounds throughout the crystal. -/
def BoundedPotential (d : ℝ) (σ : ℕ → ℝ) : Prop := ∃ C, ∀ j, |potential d σ j| ≤ C

/-- From plane `m` on, the charges are those of the polar crystal: `q, -q, q, ...`. -/
def BulkBeyond (m : ℕ) (q : ℝ) (σ : ℕ → ℝ) : Prop := ∀ j, σ (m + j) = (-1) ^ j * q

/-- Total charge of the first `m` planes. -/
def interfaceCharge (m : ℕ) (σ : ℕ → ℝ) : ℝ := ∑ i ∈ range m, σ i

/-- One interface plane of charge `s`, followed by `q, -q, q, ...`. -/
def stack (s q : ℝ) : ℕ → ℝ
  | 0 => s
  | j + 1 => (-1) ^ j * q

/-- Two interface planes of charges `q/4` and `-3q/4`, followed by `q, -q, q, ...`. -/
def twoPlane (q : ℝ) : ℕ → ℝ
  | 0 => q / 4
  | 1 => -3 * q / 4
  | j + 2 => (-1) ^ j * q

/-- In the polar crystal the field alternates between two values, set by the interface charge and
`q`. -/
theorem field_bulk {m : ℕ} {q : ℝ} {σ : ℕ → ℝ} (h : BulkBeyond m q σ) (k : ℕ) :
    planeField σ (m + 2 * k) = interfaceCharge m σ + q ∧
    planeField σ (m + 2 * k + 1) = interfaceCharge m σ := by
  have fs : ∀ n, planeField σ (n + 1) = planeField σ n + σ (n + 1) :=
    fun n => Finset.sum_range_succ _ _
  have hs : ∀ k, σ (m + 2 * k) = q := fun k => by rw [h]; simp [pow_mul]
  have ho : ∀ k, σ (m + 2 * k + 1) = -q := fun k => by
    rw [Nat.add_assoc, h]; simp [pow_succ, pow_mul]
  have he : planeField σ (m + 2 * k) = interfaceCharge m σ + q := by
    induction k with
    | zero =>
      have hm : σ m = q := by simpa using h 0
      simp [planeField, interfaceCharge, Finset.sum_range_succ, hm]
    | succ k ih =>
      have e : m + 2 * (k + 1) = m + 2 * k + 1 + 1 := by ring
      have h2 := hs (k + 1)
      rw [e] at h2
      rw [e, fs, fs, ih, ho, h2]
      ring
  refine ⟨he, ?_⟩
  rw [fs, he, ho]
  ring

/-- In the polar crystal the potential changes by a fixed amount for every pair of planes. -/
theorem potential_bulk (d : ℝ) {m : ℕ} {q : ℝ} {σ : ℕ → ℝ} (h : BulkBeyond m q σ) (k : ℕ) :
    potential d σ (m + 2 * k) =
      potential d σ m - k * (d * (2 * interfaceCharge m σ + q)) ∧
    potential d σ (m + 2 * k + 1) =
      potential d σ m - k * (d * (2 * interfaceCharge m σ + q))
        - d * (interfaceCharge m σ + q) := by
  have ps : ∀ n, potential d σ (n + 1) = potential d σ n - d * planeField σ n := fun _ => rfl
  have he : potential d σ (m + 2 * k) =
      potential d σ m - k * (d * (2 * interfaceCharge m σ + q)) := by
    induction k with
    | zero => simp
    | succ k ih =>
      have e : m + 2 * (k + 1) = m + 2 * k + 1 + 1 := by ring
      rw [e, ps, ps, ih, (field_bulk h k).1, (field_bulk h k).2]
      push_cast
      ring
  refine ⟨he, ?_⟩
  rw [ps, he, (field_bulk h k).1]

/-- The potential is bounded exactly when the interface carries total charge `-q/2`. -/
theorem bounded_iff {d : ℝ} (hd : d ≠ 0) {m : ℕ} {q : ℝ} {σ : ℕ → ℝ}
    (h : BulkBeyond m q σ) :
    BoundedPotential d σ ↔ interfaceCharge m σ = -q / 2 := by
  constructor
  · rintro ⟨C, hC⟩
    by_contra hne
    -- a nonzero drift per pair of planes exceeds any bound
    have ha : 0 < |d * (2 * interfaceCharge m σ + q)| :=
      abs_pos.mpr (mul_ne_zero hd (fun h0 => hne (by linarith)))
    obtain ⟨k, hk⟩ := exists_nat_gt
      ((C + |potential d σ m|) / |d * (2 * interfaceCharge m σ + q)|)
    rw [div_lt_iff₀ ha] at hk
    have h1 := hC (m + 2 * k)
    rw [(potential_bulk d h k).1] at h1
    have h2 := abs_sub_abs_le_abs_sub
      ((k : ℝ) * (d * (2 * interfaceCharge m σ + q))) (potential d σ m)
    rw [abs_sub_comm, abs_mul (k : ℝ), Nat.abs_cast] at h2
    linarith
  · intro hQ
    have hz : 2 * interfaceCharge m σ + q = 0 := by linarith
    -- without drift only finitely many values occur
    refine ⟨∑ i ∈ range m, |potential d σ i| + |potential d σ m|
      + |potential d σ m - d * (interfaceCharge m σ + q)|, fun j => ?_⟩
    have hS : 0 ≤ ∑ i ∈ range m, |potential d σ i| :=
      Finset.sum_nonneg fun i _ => abs_nonneg _
    have hA := abs_nonneg (potential d σ m)
    have hB := abs_nonneg (potential d σ m - d * (interfaceCharge m σ + q))
    rcases lt_or_ge j m with hj | hj
    · have h1 : |potential d σ j| ≤ ∑ i ∈ range m, |potential d σ i| :=
        Finset.single_le_sum (f := fun i => |potential d σ i|)
          (fun i _ => abs_nonneg _) (Finset.mem_range.mpr hj)
      linarith
    · obtain ⟨i, rfl⟩ := Nat.exists_eq_add_of_le hj
      obtain ⟨k, rfl | rfl⟩ := Nat.even_or_odd' i
      · rw [(potential_bulk d h k).1, hz, mul_zero, mul_zero, sub_zero]
        linarith
      · rw [← Nat.add_assoc, (potential_bulk d h k).2, hz, mul_zero, mul_zero, sub_zero]
        linarith

/-- The potential at plane `n` is minus the spacing times the sum of the charges before it, each
multiplied by its distance to plane `n`, counted in spacings. -/
theorem potential_eq_dipole (d : ℝ) (σ : ℕ → ℝ) (n : ℕ) :
    potential d σ n = -d * ∑ i ∈ range n, ((n : ℝ) - i) * σ i := by
  induction n with
  | zero => simp [potential]
  | succ n ih =>
    have hsplit : ∑ i ∈ range n, (((n + 1 : ℕ) : ℝ) - i) * σ i =
        ∑ i ∈ range n, ((n : ℝ) - i) * σ i + ∑ i ∈ range n, σ i := by
      rw [← Finset.sum_add_distrib]
      refine Finset.sum_congr rfl fun i _ => ?_
      push_cast
      ring
    rw [potential, ih, planeField, Finset.sum_range_succ, Finset.sum_range_succ, hsplit]
    push_cast
    ring

/-- For interface charge `-q/2`, the mean potential of neighbouring planes in the polar crystal
is the same everywhere and is given by the first moment of the interface charges and `q`. -/
theorem mean_potential (d : ℝ) {m : ℕ} {q : ℝ} {σ : ℕ → ℝ} (h : BulkBeyond m q σ)
    (hQ : interfaceCharge m σ = -q / 2) (j : ℕ) :
    (potential d σ (m + j) + potential d σ (m + j + 1)) / 2 =
      -d * ∑ i ∈ range m, ((m : ℝ) - i) * σ i - d * q / 4 := by
  have hp := potential_eq_dipole d σ m
  obtain ⟨k, rfl | rfl⟩ := Nat.even_or_odd' j
  · rw [(potential_bulk d h k).1, (potential_bulk d h k).2, hQ]
    linear_combination hp
  · have e : m + (2 * k + 1) + 1 = m + 2 * (k + 1) := by ring
    rw [e, ← Nat.add_assoc, (potential_bulk d h k).2, (potential_bulk d h (k + 1)).1, hQ]
    linear_combination hp

/-- Harrison counting for one interface plane: the potential is bounded exactly when its charge
is `-q/2`, and then the mean potential of any two neighbouring planes is `d q / 4`. -/
theorem harrison_counting {d : ℝ} (hd : d ≠ 0) (s q : ℝ) :
    (BoundedPotential d (stack s q) ↔ s = -q / 2) ∧
    (s = -q / 2 → ∀ j, (potential d (stack s q) j + potential d (stack s q) (j + 1)) / 2
      = d * q / 4) := by
  have hb : BulkBeyond 1 q (stack s q) := by
    intro j
    simp [Nat.add_comm 1 j, stack]
  have hc : interfaceCharge 1 (stack s q) = s := by simp [interfaceCharge, stack]
  refine ⟨by rw [bounded_iff hd hb, hc], fun hs j => ?_⟩
  cases j with
  | zero =>
    have h0 : potential d (stack s q) 0 = 0 := rfl
    have h1 : potential d (stack s q) (0 + 1) = 0 - d * s := by
      simp [potential, planeField, stack]
    rw [h0, h1, hs]
    ring
  | succ i =>
    have hm := mean_potential d hb (hc.trans hs) i
    rw [Nat.add_comm 1 i] at hm
    rw [hm]
    simp only [Finset.sum_range_one, stack]
    rw [hs]
    push_cast
    ring

/-- The abrupt interface, whose first plane carries the full charge `-q`, has an unbounded
potential. -/
theorem abrupt_diverges {d q : ℝ} (hd : d ≠ 0) (hq : q ≠ 0) :
    ¬ BoundedPotential d (stack (-q) q) := by
  rw [(harrison_counting hd (-q) q).1]
  intro h
  exact hq (by linarith)

/-- Reversing all charges of the bounded one-plane interface gives the mean potential
`-d q / 4`, which differs from that of the original interface. -/
theorem reversed_offset {d q : ℝ} (hd : d ≠ 0) (hq : q ≠ 0) (j : ℕ) :
    (potential d (fun i => -stack (-q / 2) q i) j
      + potential d (fun i => -stack (-q / 2) q i) (j + 1)) / 2 = -(d * q / 4) ∧
    -(d * q / 4) ≠
      (potential d (stack (-q / 2) q) j + potential d (stack (-q / 2) q) (j + 1)) / 2 := by
  have hrev : (fun i => -stack (-q / 2) q i) = stack (-(-q) / 2) (-q) := by
    funext i
    cases i with
    | zero => simp only [stack]; ring
    | succ i => simp only [stack]; ring
  constructor
  · rw [hrev, (harrison_counting hd _ (-q)).2 rfl j]
    ring
  · rw [(harrison_counting hd _ q).2 rfl j]
    intro h
    exact mul_ne_zero hd hq (by linarith)

/-- With two interface planes of charges `q/4` and `-3q/4` the potential is bounded and its mean
over neighbouring planes of the polar crystal is zero. -/
theorem two_plane_zero_offset {d : ℝ} (hd : d ≠ 0) (q : ℝ) :
    BoundedPotential d (twoPlane q) ∧
    ∀ j, (potential d (twoPlane q) (2 + j) + potential d (twoPlane q) (2 + j + 1)) / 2 = 0 := by
  have h0 : twoPlane q 0 = q / 4 := rfl
  have h1 : twoPlane q 1 = -3 * q / 4 := rfl
  have hb : BulkBeyond 2 q (twoPlane q) := by
    intro j
    simp [Nat.add_comm 2 j, twoPlane]
  have hc : interfaceCharge 2 (twoPlane q) = -q / 2 := by
    simp only [interfaceCharge, Finset.sum_range_succ, Finset.sum_range_zero, zero_add, h0, h1]
    ring
  refine ⟨(bounded_iff hd hb).2 hc, fun j => ?_⟩
  rw [mean_potential d hb hc j]
  simp only [Finset.sum_range_succ, Finset.sum_range_zero, zero_add, h0, h1]
  push_cast
  ring

end

end HarrisonCounting
```

```lean
#print axioms HarrisonCounting.bounded_iff
#print axioms HarrisonCounting.abrupt_diverges
#print axioms HarrisonCounting.reversed_offset
#print axioms HarrisonCounting.two_plane_zero_offset
```

```
'HarrisonCounting.bounded_iff' depends on axioms: [propext, Classical.choice, Quot.sound]
'HarrisonCounting.abrupt_diverges' depends on axioms: [propext, Classical.choice, Quot.sound]
'HarrisonCounting.reversed_offset' depends on axioms: [propext, Classical.choice, Quot.sound]
'HarrisonCounting.two_plane_zero_offset' depends on axioms: [propext, Classical.choice, Quot.sound]
```

## Charges, fields and the potential step

Plane $i=0,1,2,\dots$ carries a uniform sheet charge $\sigma_i$, the function `σ`. Neighbouring planes are a distance $d$ apart and the permittivity is 1. There is no field before plane 0, so the field beyond plane $j$ is `planeField`, $E_j=\sum_{i\le j}\sigma_i$. The `potential` at the planes obeys $V_0=0$ and $V_{j+1}=V_j-dE_j$.

The first $m$ planes form an arbitrary interface with total charge $Q=\sum_{i<m}\sigma_i$, called `interfaceCharge`. The hypothesis `BulkBeyond m q σ` says that the polar crystal follows: $\sigma_{m+j}=(-1)^jq$.

For $d\ne0$, `bounded_iff` states that $V$ is bounded if and only if $Q=-q/2$. Under this charge condition, `mean_potential` gives, for every $j\ge0$,

$$\frac{V_{m+j}+V_{m+j+1}}2=-d\sum_{i<m}(m-i)\sigma_i-\frac{dq}4 .$$

Since $V_0=0$ is the level on the field-free side, this mean is the electrostatic step across the junction. Boundedness fixes the interface's total charge, while the step also depends on how that charge is distributed.

The charges are inputs: the file does not derive them from bonding or atomic mixing. It also leaves out screening, relaxation, charge variation within a plane and a second surface. Within this rigid-charge model, the result bears on the choice of interface composition for a single junction and on the electrostatic part of its band offset.

A continuous potential, linear between planes, would have been another way to model the stack. Boundedness would be unchanged, because the extremes on each segment lie at its ends. The step would become a spatial average, with the same value, at the cost of an integral.

## From alternating fields to a constant mean

In the bulk the charges $q,-q,q,\dots$ add to $Q$, so for $k\ge0$

$$E_{m+2k}=Q+q,\qquad E_{m+2k+1}=Q .$$

Two steps of the recursion change the potential by $-d(Q+q)-dQ=-d(2Q+q)$. Hence

$$V_{m+2k}=V_m-kd(2Q+q),\qquad V_{m+2k+1}=V_{m+2k}-d(Q+q).$$

If $d(2Q+q)\ne0$, the magnitude of the potential grows without limit. If $2Q+q=0$, it alternates between $V_m$ and $V_m-dq/2$, with mean $V_m-dq/4$. Summing the recursion gives

$$V_m=-d\sum_{j<m}\sum_{i\le j}\sigma_i=-d\sum_{i<m}(m-i)\sigma_i,$$

because $\sigma_i$ contributes to the $m-i$ fields from $E_i$ to $E_{m-1}$. This yields the formula for the mean.

## One plane, reversed charges, two planes

For one interface plane of charge $s$, boundedness requires $s=-q/2$. The potential is then $0,dq/2,0,dq/2,\dots$, with mean $dq/4$ from the first pair on. Reversing all charges gives $-dq/4$, a different step when $d$ and $q$ are nonzero. For $q=d=1$ the values are $\pm1/4$.

Two interface planes with charges $q/4$ and $-3q/4$ also sum to $-q/2$. The sum in the formula for the mean is $2(q/4)-3q/4=-q/4$, so the mean is $dq/4-dq/4=0$.

The abrupt choice $s=-q$ leaves the potential unbounded when $d$ and $q$ are nonzero, and it shows what the charge condition does in `mean_potential`. With $q=d=1$ the potential is $0,1,1,2,2,\dots$; the bulk means are $1,3/2,2,\dots$, whereas the formula would give $3/4$ throughout.

## How the Lean proof follows the calculation

`field_bulk` and `potential_bulk` prove the alternating fields and the drift by induction on $k$, the number of plane pairs. In `bounded_iff`, a supposed bound $C$ is defeated by choosing $k$ with $k|d(2Q+q)|>C+|V_m|$ and applying the reverse triangle inequality. For the converse, the bound is the sum of the absolute potentials on the interface planes and of the two bulk values.

`potential_eq_dipole` proves the moment formula by induction: moving the reference plane one step on lengthens every lever arm by one. `mean_potential` splits $j$ into even and odd cases and inserts this formula. `harrison_counting` applies the general results with $m=1$ and checks the first pair directly; `abrupt_diverges` and `reversed_offset` follow from it. `two_plane_zero_offset` uses $m=2$.
